# Global error of Crank-Nicolson time evolution for a Hermitian matrix

Consider propagating a state to time $t$ with $r$ Crank-Nicolson steps of equal length. How large should $r$ be? In units where $\hbar=1$, for a time-independent Hermitian matrix $H$ and a tolerance $\varepsilon>0$, any positive integer $r$ with

$$r^2\ \ge\ \frac{|t|^3\,\|H\|^3}{12\,\varepsilon}$$

keeps the operator-norm error of the whole evolution at or below $\varepsilon$. The error vector of the final state then has length at most $\varepsilon$ for every normalised initial state. An upper bound on $\|H\|$ can replace its exact value, though an overestimate may ask for more steps. The choice rests on the estimate

$$\big\|C^r-e^{-itH}\big\|\le\frac{|t|^3\|H\|^3}{12\,r^2},\qquad C=\Big(1+\frac{itH}{2r}\Big)^{-1}\Big(1-\frac{itH}{2r}\Big),$$

derived below by comparing phases level by level.

## The step and the exact propagator

States are vectors with complex components labelled by a finite index set `n`, and $\hbar=1$. The norm of a matrix is its operator norm with respect to the usual Euclidean length of vectors, selected by the line `open scoped Matrix.Norms.L2Operator`.

```lean
import Mathlib

open Matrix Filter Topology
open scoped Matrix.Norms.L2Operator

namespace CrankNicolsonGlobalError

noncomputable section

variable {n : Type*} [Fintype n] [DecidableEq n]
```

A step of length $\tau$ replaces $e^{-i\tau H}$ by a quotient of two linear factors. The step length is real and may be negative.

```lean
/-- One Crank-Nicolson step of length `τ`: `(1 + iτH/2)⁻¹ (1 - iτH/2)`. -/
def crankNicolson (H : Matrix n n ℂ) (τ : ℝ) : Matrix n n ℂ :=
  (1 + (Complex.I * τ / 2) • H)⁻¹ * (1 - (Complex.I * τ / 2) • H)
```

The exact evolution is the matrix exponential. Since $H$ is a fixed finite matrix, the comparison covers neither time-dependent Hamiltonians nor the error of a spatial grid or basis truncation. The linear solves are taken to be exact.

```lean
/-- The exact time evolution operator `exp(-itH)`. -/
def propagator (H : Matrix n n ℂ) (t : ℝ) : Matrix n n ℂ :=
  NormedSpace.exp ((-(Complex.I * t)) • H)
```

## Operators diagonal in one basis

Let $U$ be unitary, with orthonormal columns $u_k$, and let $d_k$ be complex numbers. The operator $U\,\mathrm{diag}(d)\,U^\dagger$ multiplies each $u_k$ by $d_k$. In Lean it is `inBasis U d`, and `star` is the adjoint.

```lean
/-- The operator that is diagonal, with values `d`, in the orthonormal basis formed by the
columns of the unitary matrix `U`. -/
def inBasis (U : unitaryGroup n ℂ) (d : n → ℂ) : Matrix n n ℂ :=
  (U : Matrix n n ℂ) * diagonal d * star (U : Matrix n n ℂ)
```

If all values are one, the operator is $UU^\dagger=1$.

```lean
/-- The operator with value one on every basis state is the identity. -/
theorem inBasis_one (U : unitaryGroup n ℂ) : inBasis U (fun _ => 1) = 1 := by
  have h : (U : Matrix n n ℂ) * star (U : Matrix n n ℂ) = 1 := mem_unitaryGroup_iff.1 U.2
  rw [inBasis, diagonal_one, mul_one, h]
```

For a complex number $c$, distributing the products gives

$$U\,\mathrm{diag}(d)\,U^\dagger+c\,U\,\mathrm{diag}(e)\,U^\dagger=U\,\mathrm{diag}(d+ce)\,U^\dagger.$$

```lean
/-- Linear combinations of operators diagonal in one basis are taken value by value. -/
theorem inBasis_add_smul (U : unitaryGroup n ℂ) (d e : n → ℂ) (c : ℂ) :
    inBasis U d + c • inBasis U e = inBasis U (fun k => d k + c * e k) := by
  have h : diagonal (fun k => d k + c * e k) = diagonal d + c • diagonal e := by
    ext i j
    by_cases hij : i = j
    · subst hij
      simp
    · simp [hij]
  simp only [inBasis, h, Matrix.mul_add, Matrix.add_mul, Matrix.mul_smul, Matrix.smul_mul]
```

In a product the inner factor $U^\dagger U=1$ disappears, so the values multiply:

$$U\,\mathrm{diag}(d)\,U^\dagger\,U\,\mathrm{diag}(e)\,U^\dagger=U\,\mathrm{diag}(d_ke_k)\,U^\dagger.$$

```lean
/-- Products of operators diagonal in one basis are taken value by value. -/
theorem inBasis_mul (U : unitaryGroup n ℂ) (d e : n → ℂ) :
    inBasis U d * inBasis U e = inBasis U (fun k => d k * e k) := by
  have h : star (U : Matrix n n ℂ) * (U : Matrix n n ℂ) = 1 := mem_unitaryGroup_iff'.1 U.2
  calc inBasis U d * inBasis U e
      = (U : Matrix n n ℂ) * diagonal d * (star (U : Matrix n n ℂ) * (U : Matrix n n ℂ))
          * diagonal e * star (U : Matrix n n ℂ) := by simp only [inBasis, mul_assoc]
    _ = inBasis U (fun k => d k * e k) := by
        rw [h, mul_one, mul_assoc (U : Matrix n n ℂ), diagonal_mul_diagonal, inBasis]
```

Every power is therefore taken value by value, and summing the exponential series gives $\exp\big(U\,\mathrm{diag}(d)\,U^\dagger\big)=U\,\mathrm{diag}(e^{d_k})\,U^\dagger$. Lean takes this from `Matrix.exp_conj` and `Matrix.exp_diagonal`, after identifying $U^{-1}$ with $U^\dagger$.

```lean
/-- The exponential of an operator diagonal in a basis is taken value by value. -/
theorem exp_inBasis (U : unitaryGroup n ℂ) (d : n → ℂ) :
    NormedSpace.exp (inBasis U d) = inBasis U (fun k => Complex.exp (d k)) := by
  have h1 : (U : Matrix n n ℂ) * star (U : Matrix n n ℂ) = 1 := mem_unitaryGroup_iff.1 U.2
  have h2 : star (U : Matrix n n ℂ) * (U : Matrix n n ℂ) = 1 := mem_unitaryGroup_iff'.1 U.2
  have hinv : (U : Matrix n n ℂ)⁻¹ = star (U : Matrix n n ℂ) := inv_eq_right_inv h1
  have hu : IsUnit (U : Matrix n n ℂ) := ⟨⟨U, star (U : Matrix n n ℂ), h1, h2⟩, rfl⟩
  have hd : NormedSpace.exp d = fun k => Complex.exp (d k) := by
    funext k
    rw [Pi.coe_exp, Complex.exp_eq_exp_ℂ]
  unfold inBasis
  rw [← hinv, Matrix.exp_conj _ _ hu, Matrix.exp_diagonal, hd]
```

## The phase of a single level

On a level of energy $E$, put $x=\tau E$ and $\theta=\arctan(x/2)$. Then $\cos\theta>0$ and $\sin\theta=\tfrac{x}{2}\cos\theta$, so

$$\cos\theta\,\Big(1\pm\frac{ix}{2}\Big)=\cos\theta\pm i\sin\theta=e^{\pm i\theta}.$$

Dividing the lower sign by the upper one gives

$$\frac{1-ix/2}{1+ix/2}=e^{-2i\theta}=e^{-2i\arctan(x/2)}.$$

The facts `h1` and `h2` are the two signs, and `hne` says that the denominator is nonzero.

```lean
/-- The Cayley factor of a level with `x = τE` is a pure phase of angle `-2 arctan(x/2)`. -/
theorem cayley_eq_phase (x : ℝ) :
    (1 + Complex.I * x / 2)⁻¹ * (1 - Complex.I * x / 2)
      = Complex.exp (-((2 * Real.arctan (x / 2) : ℝ) : ℂ) * Complex.I) := by
  obtain ⟨θ, hθ⟩ : ∃ θ, θ = Real.arctan (x / 2) := ⟨_, rfl⟩
  have hc : 0 < Real.cos θ := hθ ▸ Real.cos_arctan_pos _
  have hs := Real.tan_arctan (x / 2)
  rw [← hθ, Real.tan_eq_sin_div_cos, div_eq_iff hc.ne'] at hs
  rw [← hθ]
  -- numerator and denominator are opposite phases, up to the common factor `cos θ`
  have h1 : (Real.cos θ : ℂ) * (1 + Complex.I * x / 2) = Complex.exp (θ * Complex.I) := by
    rw [Complex.exp_mul_I, ← Complex.ofReal_cos, ← Complex.ofReal_sin, hs, Complex.ofReal_mul,
      Complex.ofReal_div, Complex.ofReal_ofNat]
    ring
  have h2 : (Real.cos θ : ℂ) * (1 - Complex.I * x / 2) = Complex.exp (-θ * Complex.I) := by
    rw [Complex.exp_mul_I, Complex.cos_neg, Complex.sin_neg, ← Complex.ofReal_cos,
      ← Complex.ofReal_sin, hs, Complex.ofReal_mul, Complex.ofReal_div, Complex.ofReal_ofNat]
    ring
  have hne : 1 + Complex.I * (x : ℂ) / 2 ≠ 0 := by
    intro h
    rw [h, mul_zero] at h1
    exact Complex.exp_ne_zero _ h1.symm
  rw [inv_mul_eq_iff_eq_mul₀ hne]
  apply mul_left_cancel₀ (Complex.ofReal_ne_zero.2 hc.ne')
  rw [h2, ← mul_assoc, h1, ← Complex.exp_add]
  congr 1
  push_cast
  ring
```

The exact phase is $e^{-ix}$, so the scheme replaces the angle $x$ by $2\arctan(x/2)$. To bound the difference, set $y=x/2$ and

$$f(y)=y-\arctan y,\qquad g(y)=\frac{y^3}{3}-f(y).$$

Their derivatives are

$$f'(y)=1-\frac1{1+y^2}=\frac{y^2}{1+y^2}\ge0,\qquad g'(y)=y^2-\frac{y^2}{1+y^2}=\frac{y^4}{1+y^2}\ge0.$$

Both functions increase and vanish at the origin. For $y\ge0$ this means $0\le f(y)\le y^3/3$, and doubling gives

$$0\le x-2\arctan\frac x2\le\frac{2}{3}\Big(\frac x2\Big)^3=\frac{x^3}{12}.$$

For $y\le0$ all the inequalities reverse, so in both cases the absolute difference is at most $|x|^3/12$. The derivatives are `d1` and `d2`, and the monotonicity statements are `m1` and `m2`.

```lean
/-- The phase `2 arctan(x/2)` differs from `x` by at most `|x|³/12`. -/
theorem phase_error (x : ℝ) : |x - 2 * Real.arctan (x / 2)| ≤ |x| ^ 3 / 12 := by
  have d1 : ∀ y : ℝ, HasDerivAt (fun y => y - Real.arctan y) (y ^ 2 / (1 + y ^ 2)) y := by
    intro y
    have h : 1 + y ^ 2 ≠ 0 := by positivity
    refine ((hasDerivAt_id' y).fun_sub (Real.hasDerivAt_arctan y)).congr_deriv ?_
    rw [eq_div_iff h, sub_mul, div_mul_cancel₀ _ h]
    ring
  have d2 : ∀ y : ℝ, HasDerivAt (fun y => y ^ 3 / 3 - (y - Real.arctan y))
      (y ^ 4 / (1 + y ^ 2)) y := by
    intro y
    have h : 1 + y ^ 2 ≠ 0 := by positivity
    have hp : HasDerivAt (fun y : ℝ => y ^ 3 / 3) (y ^ 2) y :=
      ((hasDerivAt_pow 3 y).div_const 3).congr_deriv (by norm_num)
    refine (hp.fun_sub (d1 y)).congr_deriv ?_
    rw [eq_div_iff h, sub_mul, div_mul_cancel₀ _ h]
    ring
  -- both functions increase and vanish at the origin
  have m1 := monotone_of_deriv_nonneg (fun y => (d1 y).differentiableAt)
    (fun y => by rw [(d1 y).deriv]; positivity)
  have m2 := monotone_of_deriv_nonneg (fun y => (d2 y).differentiableAt)
    (fun y => by rw [(d2 y).deriv]; positivity)
  rcases le_total 0 x with hx | hx
  · have a1 := m1 (show (0 : ℝ) ≤ x / 2 by linarith)
    have a2 := m2 (show (0 : ℝ) ≤ x / 2 by linarith)
    simp only [Real.arctan_zero] at a1 a2
    rw [abs_of_nonneg hx, abs_of_nonneg (by linarith)]
    linarith
  · have a1 := m1 (show x / 2 ≤ (0 : ℝ) by linarith)
    have a2 := m2 (show x / 2 ≤ (0 : ℝ) by linarith)
    simp only [Real.arctan_zero] at a1 a2
    rw [abs_of_nonpos hx, abs_of_nonpos (by linarith)]
    linarith
```

## A step in the energy eigenbasis

The spectral theorem gives $H=U\,\mathrm{diag}(E)\,U^\dagger$ with real energies $E_k$. The denominator of the step then has the values $1+i\tau E_k/2$. Their real part is one, so none of them vanishes and the inverse has the values $(1+i\tau E_k/2)^{-1}$. Multiplying by the numerator and using the single-level result with $x=\tau E_k$ gives

$$C_\tau=U\,\mathrm{diag}\big(e^{-2i\arctan(\tau E_k/2)}\big)\,U^\dagger.$$

In Lean, `hinv` exhibits a right inverse of the denominator, which matters because Mathlib assigns the value zero to the inverse of a singular matrix. The statement provides one $U$ and one set of energies for all $\tau$.

```lean
/-- A Hermitian `H` has an orthonormal eigenbasis with real energies `E`, in which every
Crank-Nicolson step is diagonal with phases `exp(-2i arctan(τE/2))`. -/
theorem crankNicolson_spectral {H : Matrix n n ℂ} (hH : H.IsHermitian) :
    ∃ (U : unitaryGroup n ℂ) (E : n → ℝ), H = inBasis U (fun k => (E k : ℂ)) ∧
      ∀ τ : ℝ, crankNicolson H τ = inBasis U (fun k =>
        Complex.exp (-((2 * Real.arctan (τ * E k / 2) : ℝ) : ℂ) * Complex.I)) := by
  have hE : H = inBasis hH.eigenvectorUnitary (fun k => (hH.eigenvalues k : ℂ)) := by
    have h := hH.spectral_theorem
    rw [Unitary.conjStarAlgAut_apply] at h
    exact h
  refine ⟨hH.eigenvectorUnitary, hH.eigenvalues, hE, fun τ => ?_⟩
  generalize hH.eigenvectorUnitary = U at hE ⊢
  generalize hH.eigenvalues = E at hE ⊢
  have aff : ∀ c : ℂ, 1 + c • H = inBasis U (fun k => 1 + c * E k) := by
    intro c
    rw [hE, ← inBasis_one U, inBasis_add_smul]
  have hne : ∀ k, 1 + Complex.I * τ / 2 * (E k : ℂ) ≠ 0 := by
    intro k h
    have := congrArg Complex.re h
    simp at this
  -- the denominator is inverted level by level
  have hinv : (1 + (Complex.I * τ / 2) • H)⁻¹
      = inBasis U (fun k => (1 + Complex.I * τ / 2 * (E k : ℂ))⁻¹) := by
    apply inv_eq_right_inv
    rw [aff, inBasis_mul, ← inBasis_one U]
    congr 1
    funext k
    exact mul_inv_cancel₀ (hne k)
  rw [crankNicolson, hinv, sub_eq_add_neg, ← neg_smul, aff, inBasis_mul]
  congr 1
  funext k
  rw [← cayley_eq_phase, Complex.ofReal_mul]
  congr 1
  · congr 1
    ring
  · ring
```

The adjoint has the conjugate values, and every value has modulus one. Hence $C_\tau C_\tau^\dagger=1$, and the norm of the state is conserved at any step length.

```lean
/-- For Hermitian `H` every Crank-Nicolson step is unitary. -/
theorem crankNicolson_unitary {H : Matrix n n ℂ} (hH : H.IsHermitian) (τ : ℝ) :
    crankNicolson H τ ∈ unitaryGroup n ℂ := by
  obtain ⟨U, E, -, hC⟩ := crankNicolson_spectral hH
  have hstar : ∀ d : n → ℂ, star (inBasis U d) = inBasis U (fun k => star (d k)) := by
    intro d
    have h : star (diagonal d) = diagonal (fun k => star (d k)) := by
      rw [star_eq_conjTranspose, diagonal_conjTranspose]
      rfl
    simp only [inBasis, star_mul, star_star, h, mul_assoc]
  rw [mem_unitaryGroup_iff, hC, hstar, inBasis_mul, ← inBasis_one U]
  congr 1
  funext k
  rw [Complex.star_def, Complex.mul_conj, Complex.normSq_eq_norm_sq, ← Complex.ofReal_neg,
    Complex.norm_exp_ofReal_mul_I]
  simp
```

## From matrix norm to largest phase error

The proof of the bound turns on the local fact `hnorm`, which reads $\|U\,\mathrm{diag}(d)\,U^\dagger\|=\max_k|d_k|$, with the maximum taken as zero if there are no levels. Mathlib gives matrices no default norm. The operator norm opened at the start satisfies $\|A^\dagger A\|=\|A\|^2$, and therefore

$$\|UA\|^2=\|A^\dagger U^\dagger UA\|=\|A\|^2,$$

and similarly for a unitary factor on the right. The two `CStarRing` lemmas remove $U$ and $U^\dagger$ in this way, and `l2_opNorm_diagonal` evaluates what remains. The norm `‖d‖` of a function on a finite set is already the maximum in Mathlib, so `pi_norm_le_iff_of_nonneg` turns the matrix inequality into one inequality for each level. The same fact applied to $H$ gives $|E_k|\le\|H\|$, which is `hEk`.

Now take $\tau=t/r$ and $x_k=tE_k/r$. On level $k$ the numerical and exact values are

$$e^{-ir\,2\arctan(x_k/2)}\qquad\text{and}\qquad e^{-itE_k}=e^{-irx_k}.$$

For real $a$ and $b$, the inequality $\cos u\ge1-u^2/2$ gives

$$|e^{-ia}-e^{-ib}|^2=2-2\cos(a-b)\le(a-b)^2,$$

so a chord of the unit circle is no longer than the difference of the phases. This is `chord`. The error on level $k$ is then at most

$$r\,\Big|x_k-2\arctan\frac{x_k}2\Big|\le\frac{r\,|x_k|^3}{12}=\frac{|t|^3|E_k|^3}{12\,r^2}\le\frac{|t|^3\|H\|^3}{12\,r^2}.$$

The final `calc` block follows this chain. The theorem assumes only that $H$ is Hermitian (`hH`) and that there is at least one step (`hr`); $t$ is any real number, and the step need not be small.

```lean
/-- Global Crank-Nicolson error: after `r` steps of length `t/r` the distance to the exact
propagator, in operator norm, is at most `|t|³ ‖H‖³ / (12 r²)`. -/
theorem crankNicolson_global_error {H : Matrix n n ℂ} (hH : H.IsHermitian) (t : ℝ)
    {r : ℕ} (hr : 0 < r) :
    ‖crankNicolson H (t / r) ^ r - propagator H t‖ ≤ |t| ^ 3 * ‖H‖ ^ 3 / (12 * r ^ 2) := by
  obtain ⟨U, E, hE, hC⟩ := crankNicolson_spectral hH
  have hr' : (0 : ℝ) < r := Nat.cast_pos.2 hr
  have hnorm : ∀ d : n → ℂ, ‖inBasis U d‖ = ‖d‖ := by
    intro d
    rw [inBasis, ← Unitary.coe_star, CStarRing.norm_mul_coe_unitary,
      CStarRing.norm_coe_unitary_mul, l2_opNorm_diagonal]
  have hpow : ∀ (d : n → ℂ) (m : ℕ), inBasis U d ^ m = inBasis U (fun k => d k ^ m) := by
    intro d m
    induction m with
    | zero => simp only [pow_zero, inBasis_one]
    | succ m ih => simp only [pow_succ, ih, inBasis_mul]
  have hprop : propagator H t
      = inBasis U (fun k => Complex.exp (-(Complex.I * t) * E k)) := by
    have h0 : inBasis U (fun _ => 0) = 0 := by simp [inBasis]
    have h := inBasis_add_smul U (fun _ => 0) (fun k => (E k : ℂ)) (-(Complex.I * t))
    simp only [h0, zero_add] at h
    rw [propagator, hE, h, exp_inBasis]
  -- a chord of the unit circle is no longer than the phase difference
  have chord : ∀ a b : ℝ, ‖Complex.exp (-(a : ℂ) * Complex.I)
      - Complex.exp (-(b : ℂ) * Complex.I)‖ ≤ |a - b| := by
    intro a b
    have e : ∀ a : ℝ, Complex.exp (-(a : ℂ) * Complex.I) = ⟨Real.cos a, -Real.sin a⟩ := by
      intro a
      apply Complex.ext <;> simp [Complex.exp_re, Complex.exp_im]
    have h : 1 - (a - b) ^ 2 / 2 ≤ Real.cos (a - b) := Real.one_sub_sq_div_two_le_cos
    rw [Real.cos_sub] at h
    rw [← sq_le_sq₀ (norm_nonneg _) (abs_nonneg _), sq_abs, ← Complex.normSq_eq_norm_sq,
      Complex.normSq_apply, e a, e b]
    simp only [Complex.sub_re, Complex.sub_im]
    nlinarith [Real.sin_sq_add_cos_sq a, Real.sin_sq_add_cos_sq b]
  have hEk : ∀ k, |E k| ≤ ‖H‖ := by
    intro k
    have h := norm_le_pi_norm (fun k => (E k : ℂ)) k
    rw [← hnorm, ← hE, Complex.norm_real, Real.norm_eq_abs] at h
    exact h
  rw [hC, hpow, hprop, sub_eq_add_neg, ← neg_one_smul ℂ (inBasis U _), inBasis_add_smul,
    hnorm, pi_norm_le_iff_of_nonneg (by positivity)]
  intro k
  obtain ⟨x, hx⟩ : ∃ x, x = t / r * E k := ⟨_, rfl⟩
  have hrx : r * x = t * E k := by
    rw [hx, ← mul_assoc, mul_div_cancel₀ _ hr'.ne']
  have h1 : Complex.exp (-((2 * Real.arctan (x / 2) : ℝ) : ℂ) * Complex.I) ^ r
      = Complex.exp (-((r * (2 * Real.arctan (x / 2)) : ℝ) : ℂ) * Complex.I) := by
    rw [← Complex.exp_nat_mul]
    congr 1
    push_cast
    ring
  have h2 : Complex.exp (-(Complex.I * t) * E k)
      = Complex.exp (-((r * x : ℝ) : ℂ) * Complex.I) := by
    rw [hrx]
    congr 1
    push_cast
    ring
  rw [← hx, h1, h2, neg_one_mul, ← sub_eq_add_neg]
  calc _ ≤ |r * (2 * Real.arctan (x / 2)) - r * x| := chord _ _
    _ = r * |x - 2 * Real.arctan (x / 2)| := by
        rw [← mul_sub, abs_mul, abs_of_pos hr', abs_sub_comm]
    _ ≤ r * (|x| ^ 3 / 12) := mul_le_mul_of_nonneg_left (phase_error x) hr'.le
    _ = |t| ^ 3 * |E k| ^ 3 / (12 * r ^ 2) := by
        rw [hx, abs_mul, abs_div, abs_of_pos hr']
        field_simp
    _ ≤ |t| ^ 3 * ‖H‖ ^ 3 / (12 * r ^ 2) := by
        have := hEk k
        gcongr
```

## Convergence at fixed time

With $t$ and $H$ fixed, the right-hand side is a constant divided by $12r^2$ and tends to zero. The error norm lies between zero and this bound for every $r>0$, so $C^r\to e^{-itH}$ in operator norm as $r\to\infty$. In Lean, `squeeze_zero'` needs the upper bound only for all sufficiently large $r$, and `eventually_gt_atTop 0` supplies the condition $r>0$.

```lean
/-- At fixed time `t` the Crank-Nicolson evolution converges to the exact propagator as the
number of steps grows. -/
theorem crankNicolson_tendsto {H : Matrix n n ℂ} (hH : H.IsHermitian) (t : ℝ) :
    Tendsto (fun r : ℕ => crankNicolson H (t / r) ^ r) atTop (𝓝 (propagator H t)) := by
  rw [tendsto_iff_norm_sub_tendsto_zero]
  have hg : Tendsto (fun r : ℕ => 12 * (r : ℝ) ^ 2) atTop atTop :=
    ((tendsto_pow_atTop two_ne_zero).comp tendsto_natCast_atTop_atTop).const_mul_atTop
      (by norm_num : (0 : ℝ) < 12)
  refine squeeze_zero' (Eventually.of_forall fun r => norm_nonneg _) ?_
    (hg.const_div_atTop (|t| ^ 3 * ‖H‖ ^ 3))
  filter_upwards [eventually_gt_atTop 0] with r hr
  exact crankNicolson_global_error hH t hr

end

end CrankNicolsonGlobalError
```

```lean
#print axioms CrankNicolsonGlobalError.crankNicolson_unitary
#print axioms CrankNicolsonGlobalError.crankNicolson_global_error
#print axioms CrankNicolsonGlobalError.crankNicolson_tendsto
```

```
'CrankNicolsonGlobalError.crankNicolson_unitary' depends on axioms: [propext, Classical.choice, Quot.sound]
'CrankNicolsonGlobalError.crankNicolson_global_error' depends on axioms: [propext, Classical.choice, Quot.sound]
'CrankNicolsonGlobalError.crankNicolson_tendsto' depends on axioms: [propext, Classical.choice, Quot.sound]
```
